# At a Bohr–Sommerfeld action, the damped sum over repetitions of a periodic orbit diverges as the damping is removed

The lemma concerns a single periodic orbit with Maslov index μ and action S in units of ħ, whose k-th repetition is weighted by rᵏ and carries the phase k(S − μπ/2). It states that if S = 2π(n + μ/4) for some integer n, then 1 + 2 Σ rᵏ cos(k(S − μπ/2)), summed over k ≥ 1, tends to +∞ as r approaches 1 from below. The model has no other amplitude factors, such as one for the orbit's stability. At such an action all repetitions are in phase, and the attempt uses the closed form of the sum, which then reduces to (1 + r)/(1 − r). The numerator tends to 2, while 1 − r tends to 0 through positive values.

Lean 4 with Mathlib refuses this proof:

```lean
import Mathlib

open Filter
open scoped Real Topology

namespace PeriodicOrbitRepetitions

noncomputable section

/-- The damped sum over all repetitions of a periodic orbit with Maslov index `μ` and
action `S` in units of `ħ`; each traversal contributes a damping factor `r` and a phase
`S - μ π / 2`. -/
def repetitionSum (μ : ℕ) (r S : ℝ) : ℝ :=
  1 + 2 * ∑' k : ℕ, r ^ (k + 1) * Real.cos (((k : ℝ) + 1) * (S - μ * π / 2))

/-- The Bohr-Sommerfeld condition with Maslov index `μ`: the action in units of `ħ` is
`2 π (n + μ / 4)` for an integer `n`. -/
def IsQuantised (μ : ℕ) (S : ℝ) : Prop :=
  ∃ n : ℤ, S = 2 * π * (n + μ / 4)

/-- For damping `|r| < 1` the contributions of the repetitions, each with phase `θ` per
traversal, form a convergent series with the stated sum. -/
theorem hasSum_repetitions {r : ℝ} (hr : |r| < 1) (θ : ℝ) :
    HasSum (fun k : ℕ => r ^ (k + 1) * Real.cos (((k : ℝ) + 1) * θ))
      ((r * Real.cos θ - r ^ 2) / (1 - 2 * r * Real.cos θ + r ^ 2)) := by
  -- one traversal multiplies the amplitude by z
  obtain ⟨z, hz⟩ : ∃ z : ℂ, z = (r : ℂ) * Complex.exp ((θ : ℂ) * Complex.I) := ⟨_, rfl⟩
  have hre : z.re = r * Real.cos θ := by
    rw [hz, Complex.re_ofReal_mul, Complex.exp_ofReal_mul_I_re]
  have him : z.im = r * Real.sin θ := by
    rw [hz, Complex.im_ofReal_mul, Complex.exp_ofReal_mul_I_im]
  have hnorm : ‖z‖ < 1 := by
    rw [hz, norm_mul, Complex.norm_exp_ofReal_mul_I, mul_one, Complex.norm_real,
      Real.norm_eq_abs]
    exact hr
  have hN : Complex.normSq (1 - z) = 1 - 2 * r * Real.cos θ + r ^ 2 := by
    rw [Complex.normSq_apply, Complex.sub_re, Complex.sub_im, Complex.one_re,
      Complex.one_im, hre, him]
    linear_combination r ^ 2 * Real.sin_sq_add_cos_sq θ
  -- the real part of the geometric series
  have hsum := Complex.reCLM.hasSum ((hasSum_geometric_of_norm_lt_one hnorm).mul_left z)
  convert hsum using 1
  · funext k
    have hk : z * z ^ k = ((r ^ (k + 1) : ℝ) : ℂ) *
        Complex.exp (((((k : ℝ) + 1) * θ : ℝ) : ℂ) * Complex.I) := by
      rw [← pow_succ', hz, mul_pow, ← Complex.exp_nat_mul]
      push_cast
      ring_nf
    change _ = (z * z ^ k).re
    rw [hk, Complex.re_ofReal_mul, Complex.exp_ofReal_mul_I_re]
  · change _ = (z * (1 - z)⁻¹).re
    rw [Complex.mul_re, Complex.inv_re, Complex.inv_im, hN, Complex.sub_re,
      Complex.sub_im, Complex.one_re, Complex.one_im, hre, him]
    linear_combination (r ^ 2 / (1 - 2 * r * Real.cos θ + r ^ 2)) *
      Real.sin_sq_add_cos_sq θ

/-- The denominator of the summed series is positive for damping `|r| < 1`. -/
theorem denominator_pos {r : ℝ} (hr : |r| < 1) (θ : ℝ) :
    0 < 1 - 2 * r * Real.cos θ + r ^ 2 := by
  have h1 : |r * Real.cos θ| < 1 := by
    rw [abs_mul]
    have h := mul_le_mul_of_nonneg_left (Real.abs_cos_le_one θ) (abs_nonneg r)
    linarith
  have h2 : 0 < 1 - r * Real.cos θ := by linarith [(abs_lt.1 h1).2]
  have h3 : 0 < (1 - r * Real.cos θ) ^ 2 := by positivity
  have h4 : 0 ≤ r ^ 2 * Real.sin θ ^ 2 := by positivity
  rw [Real.sin_sq] at h4
  linarith

/-- The damped sum over repetitions in closed form, for any Maslov index. -/
theorem repetitionSum_eq (μ : ℕ) {r : ℝ} (hr : |r| < 1) (S : ℝ) :
    repetitionSum μ r S =
      (1 - r ^ 2) / (1 - 2 * r * Real.cos (S - μ * π / 2) + r ^ 2) := by
  have hD := (denominator_pos hr (S - μ * π / 2)).ne'
  rw [repetitionSum, (hasSum_repetitions hr _).tsum_eq, eq_div_iff hD]
  have h := div_mul_cancel₀ (r * Real.cos (S - μ * π / 2) - r ^ 2) hD
  linear_combination 2 * h

/-- The Bohr-Sommerfeld condition holds exactly when successive traversals of the orbit
are in phase. -/
theorem isQuantised_iff_cos (μ : ℕ) (S : ℝ) :
    IsQuantised μ S ↔ Real.cos (S - μ * π / 2) = 1 := by
  rw [Real.cos_eq_one_iff]
  constructor
  · rintro ⟨n, hn⟩
    exact ⟨n, by rw [hn]; ring⟩
  · rintro ⟨n, hn⟩
    exact ⟨n, by linear_combination -hn⟩

/-- At a quantised action the sum over repetitions diverges to `+∞` as the damping is
removed. -/
theorem tendsto_atTop_of_isQuantised {μ : ℕ} {S : ℝ} (h : IsQuantised μ S) :
    Tendsto (fun r => repetitionSum μ r S) (𝓝[<] 1) atTop := by
  have hc := (isQuantised_iff_cos μ S).1 h
  have hsub : Tendsto (fun r : ℝ => 1 - r) (𝓝[<] 1) (𝓝[>] 0) := by
    refine tendsto_nhdsWithin_iff.2 ⟨?_, ?_⟩
    · exact (Continuous.tendsto' (by fun_prop) 1 0 (by norm_num)).mono_left
        nhdsWithin_le_nhds
    · filter_upwards [self_mem_nhdsWithin] with r hr
      exact sub_pos.2 hr
  have hadd : Tendsto (fun r : ℝ => 1 + r) (𝓝[<] 1) (𝓝 2) :=
    (Continuous.tendsto' (by fun_prop) 1 2 (by norm_num)).mono_left nhdsWithin_le_nhds
  have hlim := hadd.pos_mul_atTop two_pos (tendsto_inv_nhdsGT_zero.comp hsub)
  refine hlim.congr' ?_
  -- in phase, the closed form reduces to (1 + r) / (1 - r)
  filter_upwards [Ioo_mem_nhdsLT (show (-1 : ℝ) < 1 by norm_num)] with r hr
  have hne : 1 - r ≠ 0 := (sub_pos.2 hr.2).ne'
  rw [repetitionSum_eq μ (abs_lt.2 ⟨hr.1, hr.2⟩), hc,
    show 1 - 2 * r * 1 + r ^ 2 = (1 - r) ^ 2 by ring, eq_div_iff (pow_ne_zero 2 hne)]
  change (1 + r) * (1 - r)⁻¹ * (1 - r) ^ 2 = 1 - r ^ 2
  have hi := inv_mul_cancel₀ hne
  linear_combination (1 + r) * (1 - r) * hi

end

end PeriodicOrbitRepetitions
```

Compiling this gives:

```
Main.lean:100:22: error: Application type mismatch: The argument
  hr
has type
  r ∈ Set.Iio 1
but is expected to have type
  ?m.124 < ?m.123
in the application
  sub_pos.mpr hr
```

Fix (accepted with no message):

```diff
@@ -98,5 +98,7 @@
         nhdsWithin_le_nhds
     · filter_upwards [self_mem_nhdsWithin] with r hr
-      exact sub_pos.2 hr
+      have hr1 : r < 1 := hr
+      have hpos : 0 < 1 - r := by linarith
+      exact hpos
   have hadd : Tendsto (fun r : ℝ => 1 + r) (𝓝[<] 1) (𝓝 2) :=
     (Continuous.tendsto' (by fun_prop) 1 2 (by norm_num)).mono_left nhdsWithin_le_nhds
```

What went wrong. The error lies in the step showing that 1 − r is positive when r is below 1. There `hr` has the type `r ∈ Set.Iio 1`, which means `r < 1` by definition but is written as membership of a set. `sub_pos.2` expects an inequality, and the message shows both sides of it still undetermined (`?m.124 < ?m.123`). The goal, `1 - r ∈ Set.Ioi 0`, is also a membership and had not fixed them. Lean did not unfold the membership in `hr` to match this open pattern, so it rejected the argument.

The repair first restates `hr` as `hr1 : r < 1`. With the inequality written out in full, Lean has only to check that the two statements agree by definition, and it accepts `hr`. `linarith` then derives `0 < 1 - r` from `hr1`, in place of `sub_pos`. Finally, `exact hpos` closes the goal, since membership of `Set.Ioi 0` is by definition that same inequality.
